# Sums over characteristic roots add over diagonal blocks, and a nonempty zero block drops out exactly when h(0) = 0

The Kohn–Sham density response of a molecule, multiplied by the Coulomb interaction, is represented here by a finite square complex matrix, and a function $h:\mathbb C\to\mathbb C$ is summed over the roots of its characteristic polynomial, counted with multiplicity. The product of two Hermitian matrices is in general not Hermitian, so a definition through an orthonormal eigenbasis would not apply to it directly. The characteristic polynomial exists for every square matrix, and over the complex numbers it has as many roots as the matrix has rows. No diagonalizability is assumed, and $h$ need not be continuous.

A sigma-functional obtains a correlation energy by integrating such a sum over imaginary frequencies. For response matrices that are already block-diagonal in a finite auxiliary basis, the results below give the size consistency of this energy term: the value for two uncoupled fragments is the sum of the fragment values, provided that the frequency integrals converge.

## Response matrices and their spectral sums

The finite sets $m$ and $n$ label the auxiliary basis functions of two fragments, and $|m|$ and $|n|$ are the numbers of these functions. A third finite set $o$ labels the members of a larger family of fragments. Any of these sets may be empty unless a theorem says otherwise.

```lean
import Mathlib

open Matrix MeasureTheory

namespace SigmaFunctional

noncomputable section

variable {m n o : Type*} [Fintype m] [DecidableEq m] [Fintype n] [DecidableEq n]
  [Fintype o] [DecidableEq o]
```

Let $A$ be a complex matrix with rows and columns labelled by $m$. Its characteristic polynomial factorizes as

$$p_A(x)=\det(xI-A)=\prod_{i=1}^{|m|}(x-\lambda_i),$$

where a repeated root appears as often as its multiplicity requires. The spectral sum is

$$S_h(A)=\sum_{i=1}^{|m|}h(\lambda_i).$$

```lean
/-- The sum of `h` over the characteristic roots of `A`, counted with multiplicity. -/
def spectralSum (h : ℂ → ℂ) (A : Matrix m m ℂ) : ℂ :=
  (A.charpoly.roots.map h).sum
```

In Lean, `A.charpoly.roots` is a multiset, that is, a collection without order but with repetitions. Mapping `h` over it and summing gives $S_h(A)$. For an empty matrix the polynomial is $1$, there are no roots, and the sum is $0$.

Two fragments with matrices $A$ and $B$ are uncoupled when the matrix of the whole system is

$$A\oplus B=\begin{pmatrix}A&0\\0&B\end{pmatrix}.$$

```lean
/-- Two uncoupled fragments: the block-diagonal matrix with blocks `A` and `B`. -/
def uncoupled (A : Matrix m m ℂ) (B : Matrix n n ℂ) : Matrix (m ⊕ n) (m ⊕ n) ℂ :=
  Matrix.fromBlocks A 0 0 B
```

The index type `m ⊕ n` is the disjoint union of the two sets of basis functions. The vanishing off-diagonal blocks are the model of non-interacting fragments. They are assumed and not derived from a Kohn–Sham calculation at large separation, where the Coulomb coupling between fragments disappears only in the limit.

## The frequency integral and the random-phase approximation

Let $X(\omega)$ be the matrix at the imaginary frequency $i\omega$, with $\omega>0$ real. The energy is

$$E_h[X]=\frac{1}{2\pi}\int_0^\infty S_h(X(\omega))\,d\omega .$$

```lean
/-- The sigma-functional energy: the spectral sum of the frequency-dependent matrix `X`,
integrated over positive imaginary frequencies and divided by `2π`. -/
def sigmaEnergy (h : ℂ → ℂ) (X : ℝ → Matrix m m ℂ) : ℂ :=
  (1 / (2 * (Real.pi : ℂ))) * ∫ ω in Set.Ioi (0 : ℝ), spectralSum h (X ω)
```

The same $h$ is used at every frequency. The argument `X` is an arbitrary matrix-valued function of a real variable: its physical origin, its symmetry and its decay at high frequency are not built into the definition. The energy is accordingly typed as a complex number, and no theorem here says that it is real. It stands for the correlation term alone, not for the total energy of the molecule.

The random-phase approximation (RPA) corresponds to the function

$$h_{\mathrm{RPA}}(x)=\log(1-x)+x .$$

```lean
/-- The function `log (1 - x) + x` of the random-phase approximation. -/
def rpaFunction (x : ℂ) : ℂ := Complex.log (1 - x) + x
```

The logarithm is the principal branch of the complex logarithm. With this sign convention, $x$ is a characteristic root of the Kohn–Sham response times the interaction. For real orbitals filled in order of energy, these roots are real and not positive at imaginary frequency.

## Additivity for two fragments

The matrix $xI-(A\oplus B)$ is again block-diagonal, so its determinant is the product of the determinants of its blocks:

$$p_{A\oplus B}(x)=\det(xI-A)\det(xI-B)=p_A(x)\,p_B(x).$$

The roots of the product are the roots of $p_A$ together with those of $p_B$, and their multiplicities add. Summing $h$ over this combined collection gives

$$S_h(A\oplus B)=S_h(A)+S_h(B).$$

```lean
/-- The spectral sum of two uncoupled fragments is the sum of the fragment values. -/
theorem spectralSum_uncoupled (h : ℂ → ℂ) (A : Matrix m m ℂ) (B : Matrix n n ℂ) :
    spectralSum h (uncoupled A B) = spectralSum h A + spectralSum h B := by
  -- the characteristic polynomial factorizes, so the multisets of roots add
  have hne : A.charpoly * B.charpoly ≠ 0 :=
    mul_ne_zero A.charpoly_monic.ne_zero B.charpoly_monic.ne_zero
  unfold spectralSum uncoupled
  rw [Matrix.charpoly_fromBlocks_zero₁₂, Polynomial.roots_mul hne,
    Multiset.map_add, Multiset.sum_add]
```

The theorem holds for every `h` and every pair of square matrices. Its proof follows the calculation above. `Matrix.charpoly_fromBlocks_zero₁₂` factorizes the polynomial, and `Polynomial.roots_mul` turns the product into a sum of root multisets. The latter needs a nonzero product, which `hne` supplies because characteristic polynomials are monic. The last two rewrites distribute the map and the sum over the two multisets.

The case of two fragments with one basis function each shows the role of multiplicity. For $A=(a)$ and $B=(b)$ the polynomial is $(x-a)(x-b)$ and the sum is $h(a)+h(b)$. If the fragments are identical, $a=b$ is a double root and the value is $2h(a)$. A sum over distinct roots would give only $h(a)$ and would lose one fragment.

## A finite family of fragments

For matrices $M_k$ of equal dimension, labelled by $k\in o$, the same determinant rule gives

$$p_{\bigoplus_k M_k}(x)=\prod_{k\in o}p_{M_k}(x),\qquad
S_h\Big(\bigoplus_{k\in o}M_k\Big)=\sum_{k\in o}S_h(M_k).$$

```lean
/-- The spectral sum of a finite family of uncoupled fragments of equal dimension is the
sum of the fragment values. -/
theorem spectralSum_blockDiagonal (h : ℂ → ℂ) (M : o → Matrix m m ℂ) :
    spectralSum h (Matrix.blockDiagonal M) = ∑ k, spectralSum h (M k) := by
  have hc : Matrix.charmatrix (Matrix.blockDiagonal M)
      = Matrix.blockDiagonal fun k => Matrix.charmatrix (M k) := by
    refine Matrix.ext fun ⟨i, k⟩ ⟨j, l⟩ => ?_
    by_cases hk : k = l
    · subst hk
      by_cases hij : i = j
      · subst hij
        simp [Matrix.blockDiagonal_apply]
      · simp [Matrix.blockDiagonal_apply, hij]
    · simp [Matrix.blockDiagonal_apply, hk]
  have hp : (Matrix.blockDiagonal M).charpoly = ∏ k, (M k).charpoly := by
    rw [Matrix.charpoly, hc, Matrix.det_blockDiagonal]
    rfl
  have hne : (∏ k, (M k).charpoly) ≠ 0 :=
    Finset.prod_ne_zero_iff.mpr fun k _ => (M k).charpoly_monic.ne_zero
  unfold spectralSum
  rw [hp, Polynomial.roots_prod _ _ hne, Multiset.map_bind, Multiset.sum_bind]
  rfl
```

The equal dimensions are fixed by the type of `M`, which assigns to each label a matrix over the same index set `m`. Fragments of unequal size can be joined by repeated use of the two-fragment theorem.

The step `hc` shows that forming $xI-M$ preserves the block structure. It compares matrix entries in three cases: different blocks, different positions within one block, and the diagonal. The step `hp` then takes the determinant. Finally, `Polynomial.roots_prod` collects the roots of all factors, and the sum over this collection splits into one sum for each fragment.

## Invariance under an invertible change of basis

An invertible matrix $P$ that changes the basis replaces $A$ by $PAP^{-1}$. Since

$$xI-PAP^{-1}=P(xI-A)P^{-1},$$

the factors $\det P$ and $\det P^{-1}$ cancel in the determinant, and

$$p_{PAP^{-1}}=p_A,\qquad S_h(PAP^{-1})=S_h(A).$$

```lean
/-- The spectral sum does not change under an invertible change of basis. -/
theorem spectralSum_change_basis (h : ℂ → ℂ) (P : (Matrix m m ℂ)ˣ) (A : Matrix m m ℂ) :
    spectralSum h (P.val * A * P⁻¹.val) = spectralSum h A := by
  unfold spectralSum
  rw [Matrix.charpoly_mul_comm, ← mul_assoc, Units.inv_mul, one_mul]
```

The type `(Matrix m m ℂ)ˣ` contains the invertible matrices, and $P$ need not be unitary. The proof takes a slightly different route from the determinant calculation: `Matrix.charpoly_mul_comm` says that $UV$ and $VU$ have the same characteristic polynomial. With $U=PA$ and $V=P^{-1}$, the second product is $P^{-1}PA=A$. The spectral sum of uncoupled fragments therefore keeps its value when a change of basis hides the block structure.

## The contribution of a zero block

A zero block describes auxiliary functions that neither respond to a perturbation nor couple to the rest of the system. For the zero matrix labelled by $n$,

$$p_0(x)=\det(xI)=x^{|n|},\qquad S_h(0)=|n|\,h(0),$$

because $0$ is a root of multiplicity $|n|$.

```lean
/-- The zero matrix has spectral sum equal to its dimension times `h 0`. -/
theorem spectralSum_zero (h : ℂ → ℂ) :
    spectralSum h (0 : Matrix n n ℂ) = (Fintype.card n : ℂ) * h 0 := by
  have hp : (0 : Matrix n n ℂ).charpoly = Polynomial.X ^ Fintype.card n := by
    simp [Matrix.charpoly, Matrix.charmatrix]
  unfold spectralSum
  rw [hp, Polynomial.roots_X_pow]
  simp [Multiset.map_nsmul, Multiset.sum_nsmul]
```

Here `Fintype.card n` is the dimension $|n|$. The proof first identifies the polynomial as a power of $x$, then reads off its roots and adds $h(0)$ once for each of them.

Additivity now gives

$$S_h(A\oplus 0)=S_h(A)+|n|\,h(0).$$

This equals $S_h(A)$ exactly when $|n|\,h(0)=0$. If the block is nonempty, $|n|\neq0$, and the condition becomes $h(0)=0$.

```lean
/-- Adding a nonempty zero block leaves the spectral sum unchanged if and only if
`h 0 = 0`. -/
theorem spectralSum_zero_block_iff [Nonempty n] (h : ℂ → ℂ) (A : Matrix m m ℂ) :
    spectralSum h (uncoupled A (0 : Matrix n n ℂ)) = spectralSum h A ↔ h 0 = 0 := by
  have hcard : (Fintype.card n : ℂ) ≠ 0 := Nat.cast_ne_zero.mpr Fintype.card_ne_zero
  rw [spectralSum_uncoupled, spectralSum_zero, add_eq_left, mul_eq_zero]
  exact or_iff_right hcard
```

The equivalence holds for each fixed matrix `A`, so a single system suffices to test the condition on $h$. In the proof, `add_eq_left` removes the common term $S_h(A)$, `mul_eq_zero` splits the remaining product, and `hcard` excludes the possibility that the dimension vanishes.

The assumption `[Nonempty n]` is needed for the implication from unchanged sum to $h(0)=0$. Take $h(x)=1$ for all $x$ and let $n$ be empty. The added block then has no rows, and the sum is unchanged although $h(0)=1$.

## From spectral sums to energies

Let $X(\omega)$ and $Y(\omega)$ belong to two uncoupled fragments, and suppose that both spectral sums are integrable over $(0,\infty)$. Additivity at each frequency and linearity of the integral give

$$\begin{aligned}
E_h[X\oplus Y]
&=\frac1{2\pi}\int_0^\infty\big(S_h(X(\omega))+S_h(Y(\omega))\big)\,d\omega\\
&=E_h[X]+E_h[Y].
\end{aligned}$$

```lean
/-- The sigma-functional energy of two uncoupled fragments with integrable spectral sums is the sum
of the fragment energies. -/
theorem sigmaEnergy_uncoupled (h : ℂ → ℂ) (X : ℝ → Matrix m m ℂ) (Y : ℝ → Matrix n n ℂ)
    (hX : IntegrableOn (fun ω => spectralSum h (X ω)) (Set.Ioi 0))
    (hY : IntegrableOn (fun ω => spectralSum h (Y ω)) (Set.Ioi 0)) :
    sigmaEnergy h (fun ω => uncoupled (X ω) (Y ω)) = sigmaEnergy h X + sigmaEnergy h Y := by
  unfold sigmaEnergy
  simp only [spectralSum_uncoupled]
  rw [integral_add hX hY, mul_add]
```

The hypotheses `hX` and `hY` say that each fragment has a convergent energy integral, in the sense of absolute integrability. They are conditions on the response and on $h$ together, and they are assumed here. The proof rewrites the integrand with `spectralSum_uncoupled`, splits the integral with `integral_add`, and distributes the prefactor.

Without these hypotheses the equation can fail. Take $h(x)=x$ and the one-dimensional matrices $X(\omega)=(1+e^{-\omega})$ and $Y(\omega)=(-1)$. The combined integrand is $e^{-\omega}$, so the energy of the whole is $1/(2\pi)$, while both fragment integrals diverge. Lean assigns the value $0$ to the integral of a non-integrable function, and the equation would read $1/(2\pi)=0$. This is a mathematical example and not a pair of molecular responses: the root of $X(\omega)$ is positive, and neither matrix decays at high frequency.

## A nonzero h(0) makes the enlarged integral diverge

Write $f(\omega)=S_h(X(\omega))$ and suppose that $f$ is integrable over $(0,\infty)$. A zero block of dimension $|n|\ge1$ changes the integrand to $f(\omega)+c$, with $c=|n|\,h(0)$. If the new integrand is integrable, so is the difference

$$\big(f(\omega)+c\big)-f(\omega)=c .$$

But for every $L>0$,

$$\int_0^L|c|\,d\omega=|c|\,L,$$

which grows without bound as $L\to\infty$ unless $c=0$. Hence $h(0)=0$. Conversely, if $h(0)=0$, the integrand has not changed and remains integrable.

```lean
/-- If the spectral sum of `X` is integrable over frequency, it stays integrable after adding
a nonempty zero block if and only if `h 0 = 0`. -/
theorem integrable_zero_block_iff [Nonempty n] (h : ℂ → ℂ) (X : ℝ → Matrix m m ℂ)
    (hX : IntegrableOn (fun ω => spectralSum h (X ω)) (Set.Ioi 0)) :
    IntegrableOn (fun ω => spectralSum h (uncoupled (X ω) (0 : Matrix n n ℂ))) (Set.Ioi 0)
      ↔ h 0 = 0 := by
  simp only [spectralSum_uncoupled, spectralSum_zero]
  constructor
  · intro hs
    -- the difference of the two integrands is a constant on a half-line of infinite length
    have hc : IntegrableOn (fun _ : ℝ => (Fintype.card n : ℂ) * h 0) (Set.Ioi 0) := by
      have hd := Integrable.sub hs hX
      refine hd.congr (Filter.Eventually.of_forall fun ω => ?_)
      simp
    have hc' : Integrable (fun _ : ℝ => (Fintype.card n : ℂ) * h 0)
        (volume.restrict (Set.Ioi (0 : ℝ))) := hc
    rcases integrable_const_iff.1 hc' with hz | hfin
    · exact (mul_eq_zero.1 hz).resolve_left (Nat.cast_ne_zero.mpr Fintype.card_ne_zero)
    · have hlt := hfin.measure_univ_lt_top
      rw [Measure.restrict_apply_univ, Real.volume_Ioi] at hlt
      exact absurd hlt (lt_irrefl _)
  · intro h0
    simpa [h0] using hX
```

For a system whose own integral converges, a nonzero $h(0)$ thus does more than shift the energy by a finite amount: after the zero block is added, the integral no longer converges. The theorem is therefore phrased in terms of integrability and does not compare two energies.

In the forward direction, `hd` is the difference of the two integrable functions, and `hc` identifies it as the constant $c$. The lemma `integrable_const_iff` leaves two cases. Either the constant is zero, which gives $h(0)=0$ because the dimension is nonzero, or the half-line has finite length, which contradicts `Real.volume_Ioi`. The reverse direction is a simplification with $h(0)=0$.

## Unchanged energies, including the RPA

If $h(0)=0$, then at every frequency

$$S_h(X(\omega)\oplus0)=S_h(X(\omega))+|n|\cdot0=S_h(X(\omega)).$$

The two energy integrals have the same integrand, and so $E_h[X\oplus0]=E_h[X]$.

```lean
/-- If `h 0 = 0`, adding a zero block at every frequency leaves the sigma-functional energy
unchanged. -/
theorem sigmaEnergy_zero_block (h : ℂ → ℂ) (h0 : h 0 = 0) (X : ℝ → Matrix m m ℂ) :
    sigmaEnergy h (fun ω => uncoupled (X ω) (0 : Matrix n n ℂ)) = sigmaEnergy h X := by
  unfold sigmaEnergy
  simp only [spectralSum_uncoupled, spectralSum_zero, h0, mul_zero, add_zero]
```

No integrability hypothesis is needed, because the integral is never split. The block may also be empty. The proof substitutes the formulas for uncoupled fragments and for the zero matrix, after which both sides are the same expression.

The RPA function satisfies the condition, since

$$h_{\mathrm{RPA}}(0)=\log 1+0=0 .$$

Its energy is therefore unchanged by a zero block:

$$E_{h_{\mathrm{RPA}}}[X\oplus0]=E_{h_{\mathrm{RPA}}}[X].$$

```lean
/-- The random-phase-approximation energy is unchanged by adding a zero block at every
frequency. -/
theorem rpaEnergy_zero_block (X : ℝ → Matrix m m ℂ) :
    sigmaEnergy rpaFunction (fun ω => uncoupled (X ω) (0 : Matrix n n ℂ))
      = sigmaEnergy rpaFunction X :=
  sigmaEnergy_zero_block rpaFunction (by simp [rpaFunction]) X

end

end SigmaFunctional
```

The proof applies the preceding theorem to `rpaFunction`, and `simp` evaluates the function at zero.

```lean
#print axioms SigmaFunctional.spectralSum_zero_block_iff
#print axioms SigmaFunctional.sigmaEnergy_uncoupled
#print axioms SigmaFunctional.integrable_zero_block_iff
#print axioms SigmaFunctional.rpaEnergy_zero_block
```

```
'SigmaFunctional.spectralSum_zero_block_iff' depends on axioms: [propext, Classical.choice, Quot.sound]
'SigmaFunctional.sigmaEnergy_uncoupled' depends on axioms: [propext, Classical.choice, Quot.sound]
'SigmaFunctional.integrable_zero_block_iff' depends on axioms: [propext, Classical.choice, Quot.sound]
'SigmaFunctional.rpaEnergy_zero_block' depends on axioms: [propext, Classical.choice, Quot.sound]
```
